# Cofactors and Green-function zeros from self-avoiding paths

Let $V$ be a finite set of sites and $A$ a square matrix on $V$, such as $E-H$ or $E-H-\Sigma$, where $E$ is an energy, $H$ a one-particle Hamiltonian and $\Sigma$ a lead self-energy. Neither symmetry nor hermiticity is assumed. The adjugate convention is

$$\operatorname{adj}(A)_{ij}=\det(A\text{ with row }j\text{ replaced by }e_i),$$

where $e_i$ is the unit row vector at $i$.

```lean
import Mathlib

open Matrix

namespace SelfAvoidingPathRule

variable {V R : Type*} [Fintype V] [DecidableEq V] [CommRing R]
```

For a set $S$ of sites, `isolate A S` keeps every site but gives those in $S$ identity rows and columns.

```lean
/-- The matrix `A` with the sites in `S` decoupled: their rows and columns are those of the
identity. -/
def isolate (A : Matrix V V R) (S : Finset V) : Matrix V V R :=
  Matrix.of fun r s => if r ∈ S ∨ s ∈ S then (if r = s then 1 else 0) else A r s
```

`restDet A T` is the determinant after the sites in $T$ are truly deleted; it is 1 if none remain.

```lean
/-- The determinant of `A` with the rows and columns of the sites in `T` deleted. -/
def restDet (A : Matrix V V R) (T : Finset V) : R :=
  (A.submatrix (Subtype.val : {x // x ∉ T} → V) Subtype.val).det
```

A path is its start $i$ together with the list of sites visited afterwards. Its weight `hop` is the product of $-A$ over its bonds, which for $A=E-H$ is the product of the hoppings $H_{kl}$.

```lean
/-- The product of `-A` over the bonds of the path that starts at `i` and then visits the
listed sites. -/
def hop (A : Matrix V V R) : V → List V → R
  | _, [] => 1
  | i, k :: l => -A i k * hop A k l

/-- The last site of the path that starts at `i` and then visits the listed sites. -/
def endSite : V → List V → V
  | i, [] => i
  | _, k :: l => endSite k l
```

The enumeration stops on reaching $j$; otherwise it hops to any unused site, whether or not the matrix element vanishes.

```lean
/-- Enumeration of paths from a site to `j` that avoid `S` after the start and never revisit a site,
with a bound on the number of sites. -/
def paths (j : V) : ℕ → Finset V → V → Finset (List V)
  | 0, _, _ => ∅
  | N + 1, S, i => if i = j then {[]} else
      (insert i S)ᶜ.biUnion fun k => (paths j N (insert i S) k).image (List.cons k)

/-- The self-avoiding paths from `i` to `j`, each given by the sites visited after `i`. -/
def selfAvoidingPaths (i j : V) : Finset (List V) := paths j (Fintype.card V) ∅ i
```

## Finitely many sites, commuting entries

Physically, this means a finite basis with scalar matrix elements. Spin or orbital blocks that do not commute must be written out in components, because the row operations below rely on the ordinary determinant, which noncommuting entries do not have.

Decoupling $S$ makes the matrix block diagonal, with an identity block on $S$, so its determinant is that of the remaining sites. `det_isolate` proves this through a block-triangular determinant.

```lean
/-- Decoupling the sites in `S` gives the same determinant as deleting them. -/
theorem det_isolate (A : Matrix V V R) (S : Finset V) :
    (isolate A S).det = restDet A S := by
  have h : ∀ r, ¬ r ∈ S → ∀ c, c ∈ S → isolate A S r c = 0 := by
    intro r hr c hc
    have hrc : r ≠ c := fun e => hr (e ▸ hc)
    simp [isolate, hc, hrc]
  have h1 : (isolate A S).toSquareBlockProp (fun x => x ∈ S) = 1 := by
    ext ⟨r, hr⟩ ⟨c, hc⟩
    change isolate A S r c = _
    simp [isolate, hr, Matrix.one_apply]
  -- a block-triangular matrix whose first block is the identity
  have key : ∀ (p : V → Prop) [DecidablePred p] (M : Matrix V V R),
      (∀ r, ¬ p r → ∀ c, p c → M r c = 0) → M.toSquareBlockProp p = 1 →
      M.det = (M.toSquareBlockProp fun x => ¬ p x).det := by
    intro p _ M hM hM1
    rw [Matrix.twoBlockTriangular_det M p hM, hM1, Matrix.det_one, one_mul]
  refine (key (fun x => x ∈ S) (isolate A S) h h1).trans ?_
  unfold restDet
  congr 1
  ext ⟨r, hr⟩ ⟨c, hc⟩
  change isolate A S r c = A r c
  simp [isolate, hr, hc]
```

## Different start and end sites

If $i=j$, row $i$ of the defining determinant is $e_i$. Subtracting multiples of it clears column $i$, leaving the determinant with $i$ decoupled.

```lean
/-- A diagonal cofactor is the determinant with that site decoupled. -/
theorem adjugate_diag (B : Matrix V V R) (j : V) :
    B.adjugate j j = (isolate B {j}).det := by
  rw [adjugate_apply]
  refine det_eq_of_forall_row_eq_smul_add_const
    (fun r => if r = j then 0 else B r j) j (by simp) ?_
  intro r s
  by_cases hr : r = j <;> by_cases hs : s = j <;>
    simp [isolate, updateRow_apply, hr, hs, eq_comm (a := j)]
```

If $i\ne j$, the calculation has four steps:

1. Replace row $j$ of $A$ by $e_i$; the determinant is $\operatorname{adj}(A)_{ij}$.
2. Swap rows $i$ and $j$. This gives a minus sign and puts the old row $i$ in position $j$.
3. Use $e_i$, now in row $i$, to clear column $i$.
4. Expand in row $j$. With $A^{(i)}$ denoting $A$ with $i$ decoupled,

$$\operatorname{adj}(A)_{ij}=-\sum_{k\ne i}A_{ik}\operatorname{adj}(A^{(i)})_{kj}.$$

The condition $i\ne j$ enters at the swap, as `hij` in `Equiv.Perm.sign_swap`. `det_eq_of_forall_row_eq_smul_add_const` clears the column, and `hexp` is the expansion.

```lean
/-- One step of a path: an off-diagonal cofactor is minus the sum over first hops out of `i`,
each times a cofactor of the matrix with `i` decoupled. -/
theorem adjugate_step (B : Matrix V V R) {i j : V} (hij : i ≠ j) :
    B.adjugate i j =
      -∑ k, (if k = i then 0 else B i k) * (isolate B {i}).adjugate k j := by
  -- expansion of a determinant in a replaced row
  have hexp : ∀ (C : Matrix V V R) (v : V → R),
      (C.updateRow j v).det = ∑ k, v k * C.adjugate k j := by
    intro C v
    rw [← cramer_transpose_apply, cramer_eq_adjugate_mulVec, ← adjugate_transpose]
    simp only [Matrix.mulVec, dotProduct, Matrix.transpose_apply]
    exact Finset.sum_congr rfl fun k _ => mul_comm _ _
  -- exchanging rows `i` and `j` gives the minus sign
  have hsw := Matrix.det_permute (Equiv.swap i j) (B.updateRow j (Pi.single i 1))
  rw [Equiv.Perm.sign_swap hij] at hsw
  simp only [Units.val_neg, Units.val_one, Int.cast_neg, Int.cast_one, neg_mul,
    one_mul] at hsw
  rw [← hexp (isolate B {i}) (fun k => if k = i then 0 else B i k), adjugate_apply,
    ← neg_eq_iff_eq_neg, ← hsw]
  -- row `i` is now a unit vector and clears column `i`
  refine det_eq_of_forall_row_eq_smul_add_const
    (fun r => if r = i then 0 else if r = j then B i i else B r i) i (by simp) ?_
  intro r s
  by_cases hr : r = i
  · by_cases hs : s = i <;>
      simp [isolate, updateRow_apply, hr, hs, hij, eq_comm (a := i) (b := s)]
  · by_cases hr' : r = j
    · by_cases hs : s = i <;>
        simp [isolate, updateRow_apply, hr', hs, hij, hij.symm, eq_comm (a := i) (b := s)]
    · by_cases hs : s = i <;>
        simp [isolate, updateRow_apply, Equiv.swap_apply_of_ne_of_ne hr hr', hr, hr', hs, hij,
          eq_comm (a := i) (b := s)]
```

For sites $0,\dots,n$, let $A'$ be $A$ with site 0 deleted and its sites renumbered from 0. For $j,k$ in `Fin n`, the recursion reads

$$\operatorname{adj}(A)_{0,j+1}=-\sum_k A_{0,k+1}\operatorname{adj}(A')_{kj}.$$

Here `j.succ` makes the end site nonzero, and `hdel` replaces decoupling by deletion.

```lean
/-- The cofactor between sites 0 and `j + 1` is minus the sum over `k` of the entry of `A` between 0
and `k + 1` times the cofactor between `k` and `j` of the matrix with site 0 deleted and the other
sites renumbered from 0. -/
theorem adjugate_delete_site {n : ℕ} (A : Matrix (Fin (n + 1)) (Fin (n + 1)) R) (j : Fin n) :
    A.adjugate 0 j.succ =
      -∑ k : Fin n, A 0 k.succ * (A.submatrix Fin.succ Fin.succ).adjugate k j := by
  have hdel : ∀ k : Fin n, (isolate A {0}).adjugate k.succ j.succ =
      (A.submatrix Fin.succ Fin.succ).adjugate k j := by
    intro k
    rw [adjugate_apply, adjugate_apply, det_succ_row_zero, Fin.sum_univ_succ]
    have h0 : ∀ s, (isolate A {0}).updateRow j.succ (Pi.single k.succ 1) 0 s =
        if 0 = s then 1 else 0 := by
      intro s
      simp [isolate, updateRow_apply, (Fin.succ_ne_zero j).symm]
    simp only [h0, (Fin.succ_ne_zero _).symm, if_true, if_false, mul_zero, zero_mul,
      Finset.sum_const_zero, add_zero, Fin.val_zero, pow_zero, one_mul, Fin.succAbove_zero]
    congr 1
    ext r s
    simp [isolate, updateRow_apply, Pi.single_apply]
  rw [adjugate_step A (Fin.succ_ne_zero j).symm, Fin.sum_univ_succ]
  simp [hdel]
```

Without that condition the recursion fails already for one site: $\operatorname{adj}(A)_{00}=1$, whereas the sum over other sites is empty.

## An unused start and enough steps

The induction assumes $i,j\notin S$ and at most $N$ sites outside $S$. Physically, $S$ holds the sites already passed. If $i$ were in $S$, its hops would still carry entries of $A$, although its cofactor to an unused $j\ne i$ is zero. If $N$ were too small, paths could be missing. The condition on $j$ only keeps the destination available.

`mem_paths` shows that the enumeration finds exactly the paths that avoid $S$, repeat no site and end at $j$. For the full enumeration $S$ is empty and $N=|V|$, so these conditions hold automatically.

```lean
/-- For a start `i` outside `S` and a large enough bound, the enumeration contains exactly the paths
from `i` to `j` that avoid `S` and repeat no site. -/
theorem mem_paths (j : V) (N : ℕ) : ∀ (S : Finset V) (i : V), i ∉ S → Sᶜ.card ≤ N →
    ∀ l, l ∈ paths j N S i ↔ (i :: l).Nodup ∧ (∀ x ∈ l, x ∉ S) ∧ endSite i l = j := by
  have hend : ∀ (l : List V) (k : V), endSite k l ∈ k :: l := by
    intro l
    induction l with
    | nil => intro k; simp [endSite]
    | cons a l ih => intro k; exact List.mem_cons_of_mem _ (ih a)
  induction N with
  | zero =>
    intro S i hi hN
    have := Finset.card_pos.mpr ⟨i, Finset.mem_compl.mpr hi⟩
    omega
  | succ N ih =>
    intro S i hi hN l
    have hc : (insert i S)ᶜ.card ≤ N := by
      rw [Finset.card_compl] at hN ⊢
      rw [Finset.card_insert_of_notMem hi]
      omega
    by_cases hij : i = j
    · rw [paths, if_pos hij, Finset.mem_singleton]
      cases l with
      | nil => simp [endSite, hij]
      | cons k l =>
        refine ⟨fun h => by simp at h, fun ⟨hn, _, he⟩ => ?_⟩
        have he' : endSite k l = i := he.trans hij.symm
        exact absurd (he' ▸ hend l k) (List.nodup_cons.mp hn).1
    · rw [paths, if_neg hij]
      cases l with
      | nil => simp [endSite, hij]
      | cons k l =>
        simp only [Finset.mem_biUnion, Finset.mem_image, Finset.mem_compl]
        constructor
        · rintro ⟨a, hk, u, hu, h⟩
          obtain ⟨rfl, rfl⟩ := List.cons.inj h
          obtain ⟨hn, ha, he⟩ := (ih _ _ hk hc _).mp hu
          refine ⟨List.nodup_cons.mpr ⟨fun h => ?_, hn⟩, fun x hx hxS => ?_, he⟩
          · rcases List.mem_cons.mp h with rfl | h
            · exact hk (Finset.mem_insert_self _ _)
            · exact ha i h (Finset.mem_insert_self _ _)
          · rcases List.mem_cons.mp hx with rfl | h
            · exact hk (Finset.mem_insert_of_mem hxS)
            · exact ha x h (Finset.mem_insert_of_mem hxS)
        · rintro ⟨hn, ha, he⟩
          obtain ⟨h1, h2⟩ := List.nodup_cons.mp hn
          have hk : k ∉ insert i S := by
            intro h
            rcases Finset.mem_insert.mp h with rfl | h
            · exact h1 (by simp)
            · exact ha k (by simp) h
          refine ⟨k, hk, l, (ih _ k hk hc l).mpr ⟨h2, fun x hx h => ?_, he⟩, rfl⟩
          rcases Finset.mem_insert.mp h with rfl | h
          · exact h1 (List.mem_cons_of_mem _ hx)
          · exact ha x (List.mem_cons_of_mem _ hx) h

/-- The self-avoiding paths from `i` to `j` are exactly the site sequences that start at `i`,
end at `j` and repeat no site. -/
theorem mem_selfAvoidingPaths (i j : V) (l : List V) :
    l ∈ selfAvoidingPaths i j ↔ (i :: l).Nodup ∧ endSite i l = j := by
  rw [selfAvoidingPaths, mem_paths j _ ∅ i (by simp) (by simp)]
  simp
```

By hand, apply the one-step formula repeatedly. Each hop contributes $-A_{ik}$ and removes the site just left; on reaching $j$, the diagonal cofactor supplies the determinant of the unvisited sites. `adjugate_isolate` does this by induction on $N$, with `hdisj` separating paths by their first hop.

```lean
/-- The path expansion of a cofactor between sites outside `S` when the sites in `S` have already
been decoupled, with a large enough bound on the number of sites. -/
theorem adjugate_isolate (A : Matrix V V R) (j : V) (N : ℕ) : ∀ (S : Finset V) (i : V),
    i ∉ S → j ∉ S → Sᶜ.card ≤ N → (isolate A S).adjugate i j =
      ∑ l ∈ paths j N S i, hop A i l * restDet A (S ∪ (i :: l).toFinset) := by
  induction N with
  | zero =>
    intro S i hi _ hN
    have := Finset.card_pos.mpr ⟨i, Finset.mem_compl.mpr hi⟩
    omega
  | succ N ih =>
    intro S i hi hj hN
    have hiso : isolate (isolate A S) {i} = isolate A (insert i S) := by
      ext r s
      simp only [isolate, Matrix.of_apply, Finset.mem_singleton, Finset.mem_insert]
      split_ifs <;> first | rfl | (exfalso; tauto)
    by_cases hij : i = j
    · subst hij
      have hset : S ∪ [i].toFinset = insert i S := by
        ext x
        simp only [Finset.mem_union, List.mem_toFinset, List.mem_singleton, Finset.mem_insert]
        tauto
      rw [adjugate_diag, hiso, det_isolate, paths, if_pos rfl, Finset.sum_singleton, hset]
      simp only [hop, one_mul]
    · have hc : (insert i S)ᶜ.card ≤ N := by
        rw [Finset.card_compl] at hN ⊢
        rw [Finset.card_insert_of_notMem hi]
        omega
      have hjT : j ∉ insert i S := by
        rw [Finset.mem_insert, not_or]
        exact ⟨Ne.symm hij, hj⟩
      -- paths with different first hops are different
      have hdisj : Set.PairwiseDisjoint (↑(insert i S)ᶜ : Set V)
          (fun k => (paths j N (insert i S) k).image (List.cons k)) := by
        intro a _ b _ hab
        refine Finset.disjoint_left.mpr ?_
        intro l ha hb
        obtain ⟨u, _, rfl⟩ := Finset.mem_image.mp ha
        obtain ⟨w, _, h⟩ := Finset.mem_image.mp hb
        exact hab (List.cons.inj h).1.symm
      rw [adjugate_step _ hij, hiso, paths, if_neg hij, Finset.sum_biUnion hdisj,
        ← Finset.sum_neg_distrib]
      refine (Finset.sum_subset (Finset.subset_univ (insert i S)ᶜ) ?_).symm.trans
        (Finset.sum_congr rfl ?_)
      · intro k _ hk
        rw [Finset.mem_compl, not_not, Finset.mem_insert] at hk
        by_cases hki : k = i
        · simp [hki]
        · simp [isolate, hki, Ne.symm hki, hk.resolve_left hki]
      · intro k hk
        have hkT := Finset.mem_compl.mp hk
        obtain ⟨hki, hkS⟩ := not_or.mp (fun h => hkT (Finset.mem_insert.mpr h))
        have hentry : isolate A S i k = A i k := by simp [isolate, hi, hkS]
        rw [Finset.sum_image (by intro a _ b _ h; simpa using h), ih _ k hkT hjT hc,
          if_neg hki, hentry, Finset.mul_sum, ← Finset.sum_neg_distrib]
        refine Finset.sum_congr rfl fun l _ => ?_
        have hset : insert i S ∪ (k :: l).toFinset = S ∪ (i :: k :: l).toFinset := by
          ext x
          simp only [Finset.mem_union, Finset.mem_insert, List.mem_toFinset, List.mem_cons]
          tauto
        rw [hset]
        simp only [hop]
        ring
```

Hence, for all $i,j$,

$$\operatorname{adj}(A)_{ij}=\sum_{p:i\to j}\Big(\prod_{(k,l)\in p}(-A_{kl})\Big)\det A_{V\setminus p},$$

where $p$ runs over self-avoiding paths.

```lean
/-- Self-avoiding-path rule: a cofactor is the sum over self-avoiding paths from `i` to `j` of
the product of `-A` over the bonds times the determinant of `A` on the sites off the path. -/
theorem adjugate_eq_sum_paths (A : Matrix V V R) (i j : V) :
    A.adjugate i j =
      ∑ l ∈ selfAvoidingPaths i j, hop A i l * restDet A (i :: l).toFinset := by
  have h0 : isolate A ∅ = A := by
    ext r s
    simp [isolate]
  have h := adjugate_isolate A j (Fintype.card V) ∅ i (by simp) (by simp) (by simp)
  rw [h0] at h
  simpa only [selfAvoidingPaths, Finset.empty_union] using h
```

## A nonsingular matrix

Over a field, $\det A\ne0$ means for $A=E-H$ that $E$ is not an eigenvalue of $H$. Then $A^{-1}_{ij}=\operatorname{adj}(A)_{ij}/\det A$, so the Green-function entry vanishes exactly when the path sum does. The proof uses `hA` to discard the nonzero factor $1/\det A$.

Consider coherent, non-interacting transport between two leads, one coupled only to site $i$ and the other only to a different site $j$, at an energy where both leads are open. With the lead self-energies included in $A$, this is the condition for a transmission zero. These self-energies change only $A_{ii}$ and $A_{jj}$, which do not enter the path sum, so they affect $\det A$ but not the condition itself. The theorem concerns the matrix entry; the transmission formula is not derived.

```lean
/-- For an invertible `A`, the entry of `A⁻¹` between `i` and `j` vanishes exactly when the
contributions of the self-avoiding paths from `i` to `j` sum to zero. -/
theorem transmission_zero_iff {K : Type*} [Field K] (A : Matrix V V K) (hA : A.det ≠ 0)
    (i j : V) : A⁻¹ i j = 0 ↔
      ∑ l ∈ selfAvoidingPaths i j, hop A i l * restDet A (i :: l).toFinset = 0 := by
  rw [← adjugate_eq_sum_paths, Matrix.inv_def, Matrix.smul_apply, smul_eq_mul,
    Ring.inverse_eq_inv', mul_eq_zero, or_iff_right (inv_ne_zero hA)]

end SelfAvoidingPathRule
```

Without `hA`, take $A=\begin{pmatrix}1&1\\1&1\end{pmatrix}$. The path sum from 0 to 1 is $-1$, but $A$ has no inverse; Lean's convention sets `A⁻¹` to zero, and the equivalence fails.

```lean
#print axioms SelfAvoidingPathRule.adjugate_delete_site
-- 'SelfAvoidingPathRule.adjugate_delete_site' depends on axioms: [propext, Classical.choice, Quot.sound]
#print axioms SelfAvoidingPathRule.mem_selfAvoidingPaths
-- 'SelfAvoidingPathRule.mem_selfAvoidingPaths' depends on axioms: [propext, Classical.choice, Quot.sound]
#print axioms SelfAvoidingPathRule.transmission_zero_iff
-- 'SelfAvoidingPathRule.transmission_zero_iff' depends on axioms: [propext, Classical.choice, Quot.sound]
```
